# The first Haydock coefficients of a Hermitian matrix from its moments, and from neighbour and triangle counts on a graph

Suppose a code obtains the recursion coefficients by counting closed walks, for uniform hopping without on-site energies, and counts each triangle of bonds once instead of twice. At a site that lies in triangles, its coefficient a1 is then half the right value. If the other coefficients are unaffected, the local density of states is still non-negative, still integrates to one and still has the right mean and variance. The error first appears in the third moment, so checks of sign, norm, mean and variance do not detect it. The formulas below fix the values that the first step must give, for a Hermitian matrix and a normalised starting vector, and then for uniform hopping on a finite graph.

## One step and its residual

Let H be a finite complex matrix, u the starting vector and m_k = ⟨u|H^k|u⟩ its moments. The first Haydock step splits H u into a part along u and a remainder:

H u = a0 u + b1 v, with a0 = ⟨u|H|u⟩ = m1

The remainder is r = H u − a0 u = b1 v. If H is Hermitian, a0 is real and H can be moved across the bracket, so

⟨r|r⟩ = m2 − 2 a0 m1 + a0² ⟨u|u⟩

⟨r|H|r⟩ = m3 − 2 a0 m2 + a0² m1

For real b1 and unit v, the left sides are b1² and b1² ⟨v|H|v⟩. With ⟨u|u⟩ = 1 and a1 = ⟨v|H|v⟩ this gives

b1² = m2 − m1²

a1 = (m3 − 2 m1 m2 + m1³) / b1², if b1 ≠ 0

Finally ⟨u|r⟩ = m1 − a0 ⟨u|u⟩ = 0, so v is orthogonal to u when b1 ≠ 0.

In the code, `n` is the finite set of orbitals, assumed orthonormal, and a vector is a function from `n` to ℂ. `expect H u` is the bracket ⟨u|H|u⟩, without division by the norm, and `moment H u k` is m_k.

In Lean 4 with Mathlib:

```lean
import Mathlib

open Matrix

namespace HaydockMoments

noncomputable section

variable {n : Type*} [Fintype n] [DecidableEq n]

/-- The bracket `⟨u|H|u⟩`. -/
def expect (H : Matrix n n ℂ) (u : n → ℂ) : ℂ := star u ⬝ᵥ (H *ᵥ u)

/-- The `k`-th moment `⟨u|H^k|u⟩`. -/
def moment (H : Matrix n n ℂ) (u : n → ℂ) (k : ℕ) : ℂ := expect (H ^ k) u
```

## A real b1 and a unit vector v

With these two conditions v is a normalised orbital and, if it is orthogonal to u, b1 is the hopping amplitude ⟨v|H|u⟩. Together with the equation for H u they are the content of `HaydockStep H u v b`, where `b` stands for b1.

```lean
/-- First step of the Haydock recursion: `H u = a0 u + b v` with `a0 = ⟨u|H|u⟩`,
`b` real and `v` a unit vector. -/
structure HaydockStep (H : Matrix n n ℂ) (u v : n → ℂ) (b : ℝ) : Prop where
  unit : star v ⬝ᵥ v = 1
  step : H *ᵥ u = expect H u • u + (b : ℂ) • v
```

By hand, both are used in ⟨r|r⟩ = b1². In the proof, `Complex.conj_ofReal` uses that `b` is real, and `h.unit` supplies the norm of v. If the norm of v were left open, only the product b1 v would be fixed and b1² would not follow from the moments. If b1 were complex, |b1|² would take the place of b1². The sign of b1 stays free, since reversing both b1 and v gives another valid step.

## H Hermitian

Physically, H describes a closed system with real energies. An effective Hamiltonian with a complex embedding potential, which lets electrons leak into a substrate, is not of this kind.

By hand, Hermiticity turns ⟨Hu|Hu⟩ into m2 and ⟨Hu|H|Hu⟩ into m3, and makes a0 real. The next two lemmas are these two facts: `bracket_move` shifts H from bra to ket, and `expect_real` follows by conjugating the bracket and shifting H back.

```lean
omit [DecidableEq n] in
/-- A Hermitian matrix can be moved from the bra to the ket. -/
theorem bracket_move {H : Matrix n n ℂ} (hH : H.IsHermitian) (x y : n → ℂ) :
    star (H *ᵥ x) ⬝ᵥ y = star x ⬝ᵥ (H *ᵥ y) := by
  rw [Matrix.star_mulVec, hH.eq, ← Matrix.dotProduct_mulVec]

omit [DecidableEq n] in
/-- The bracket `⟨u|H|u⟩` of a Hermitian matrix is real. -/
theorem expect_real {H : Matrix n n ℂ} (hH : H.IsHermitian) (u : n → ℂ) :
    star (expect H u) = expect H u := by
  have h : star (star u ⬝ᵥ (H *ᵥ u)) = star (H *ᵥ u) ⬝ᵥ u := by
    simp only [dotProduct, star_sum, star_mul, Pi.star_apply, star_star]
  unfold expect
  rw [h, bracket_move hH]
```

Without Hermiticity the formula for b1² fails. Take the 2 × 2 matrix that sends e2 to e1 and e1 to zero, and start from u = e2. Then a0 = 0 and H u = e1, so b1² = 1, whereas m2 − m1² = 0.

## A unit starting vector, and b1 ≠ 0

The condition ⟨u|u⟩ = 1 says that the recursion starts from a normalised orbital. It enters the formula for b1² and the orthogonality of v, but not the expansion of ⟨r|H|r⟩; in the proof, `hu` appears in just those two places. Without it, the 1 × 1 matrix H = 1 with u = 2 gives a0 = 4 and b1 v = −6, so b1² = 36, while m2 − m1² = −12.

The condition b1 ≠ 0 says that u is not an eigenvector of H, so that the chain continues beyond its first site. It is needed to divide by b1. At b1 = 0 the step places no condition on the unit vector v, which may even be u itself; in general, neither orthogonality nor a value of a1 then follows. The theorem therefore attaches this condition to its last two claims only.

```lean
/-- Haydock coefficients from moments, for a Hermitian matrix `H` and a unit starting vector `u`:
`a0 = m1`, `b1² = m2 - m1²`, and if `b1` is nonzero then `v` is orthogonal to `u` and `a1 = (m3 - 2
m1 m2 + m1³) / b1²`. -/
theorem haydock_from_moments {H : Matrix n n ℂ} (hH : H.IsHermitian) {u v : n → ℂ} {b : ℝ}
    (hu : star u ⬝ᵥ u = 1) (h : HaydockStep H u v b) :
    expect H u = moment H u 1 ∧ (b : ℂ) ^ 2 = moment H u 2 - moment H u 1 ^ 2 ∧
    (b ≠ 0 → star u ⬝ᵥ v = 0 ∧ expect H v =
      (moment H u 3 - 2 * moment H u 1 * moment H u 2 + moment H u 1 ^ 3) / (b : ℂ) ^ 2) := by
  have h1 : moment H u 1 = expect H u := by simp only [moment, pow_one]
  have h2 : star u ⬝ᵥ (H *ᵥ (H *ᵥ u)) = moment H u 2 := by
    simp only [moment, expect, pow_two, Matrix.mulVec_mulVec]
  have h3 : star u ⬝ᵥ (H *ᵥ (H *ᵥ (H *ᵥ u))) = moment H u 3 := by
    simp only [moment, expect, pow_succ, pow_zero, one_mul, Matrix.mulVec_mulVec,
      Matrix.mul_assoc]
  have ha : star u ⬝ᵥ (H *ᵥ u) = expect H u := rfl
  have hr : (b : ℂ) • v = H *ᵥ u - expect H u • u := by rw [h.step]; simp
  refine ⟨h1.symm, ?_, fun hb => ?_⟩
  · -- the squared norm of the residual, computed in two ways
    have e1 : star ((b : ℂ) • v) ⬝ᵥ ((b : ℂ) • v) = (b : ℂ) ^ 2 * (star v ⬝ᵥ v) := by
      simp only [star_smul, smul_dotProduct, dotProduct_smul, smul_eq_mul,
        Complex.star_def, Complex.conj_ofReal]
      ring
    rw [hr, h.unit] at e1
    simp only [star_sub, star_smul, sub_dotProduct, dotProduct_sub, smul_dotProduct,
      dotProduct_smul, smul_eq_mul, bracket_move hH, expect_real hH, h2, ha, hu] at e1
    rw [h1]
    linear_combination -e1
  have hb' : (b : ℂ) ≠ 0 := by exact_mod_cast hb
  constructor
  · -- project the recursion on the starting vector
    have e := congrArg (fun w => star u ⬝ᵥ w) hr
    simp only [dotProduct_sub, dotProduct_smul, smul_eq_mul, ha, hu, mul_one, sub_self] at e
    exact (mul_eq_zero.1 e).resolve_left hb'
  · -- the bracket of H in the residual, computed in two ways
    have e1 : star ((b : ℂ) • v) ⬝ᵥ (H *ᵥ ((b : ℂ) • v)) = (b : ℂ) ^ 2 * expect H v := by
      simp only [expect, Matrix.mulVec_smul, star_smul, smul_dotProduct, dotProduct_smul,
        smul_eq_mul, Complex.star_def, Complex.conj_ofReal]
      ring
    rw [hr] at e1
    simp only [Matrix.mulVec_sub, Matrix.mulVec_smul, star_sub, star_smul, sub_dotProduct,
      dotProduct_sub, smul_dotProduct, dotProduct_smul, smul_eq_mul, bracket_move hH,
      expect_real hH, h2, h3, ha] at e1
    rw [eq_div_iff (pow_ne_zero 2 hb'), h1]
    linear_combination -e1
```

The proof computes the norm of the residual, and then the bracket of H in it, in two ways: once as b1 v and once as H u − a0 u. Each time `simp only` expands the brackets and `linear_combination` compares the results. Orthogonality comes from projecting the residual on u.

## Uniform real hopping without on-site terms

The graph G describes sites and bonds, A is its adjacency matrix and H = −t A. Every bond has the same real amplitude −t, and all on-site energies are zero. The start is the orbital on one site i, which has Z = `G.degree i` neighbours and lies in T = `triangles G i` triangles. T is counted through an auxiliary graph, `link G i`, which joins j and k exactly when i, j, k form a triangle, so each triangle is one edge. The vector `shell G i` is the symmetric combination of the neighbours, with weight 1/√Z on each.

```lean
variable (G : SimpleGraph n) [DecidableRel G.Adj]

/-- The hopping Hamiltonian `H = -t A` on a graph with adjacency matrix `A`. -/
def hopping (t : ℝ) : Matrix n n ℂ := (-(t : ℂ)) • G.adjMatrix ℂ

/-- The orbital localised on site `i`. -/
def site (i : n) : n → ℂ := fun j => if j = i then 1 else 0

/-- The graph joining two sites when they form a triangle with site `i`. -/
def link (i : n) : SimpleGraph n :=
  SimpleGraph.fromRel fun j k => G.Adj i j ∧ G.Adj i k ∧ G.Adj j k

omit [Fintype n] [DecidableEq n] [DecidableRel G.Adj] in
lemma link_adj (i j k : n) :
    (link G i).Adj j k ↔ G.Adj i j ∧ G.Adj i k ∧ G.Adj j k := by
  rw [link, SimpleGraph.fromRel_adj]
  constructor
  · rintro ⟨_, h | ⟨a, b, c⟩⟩
    · exact h
    · exact ⟨b, a, c.symm⟩
  · exact fun h => ⟨h.2.2.ne, Or.inl h⟩

instance (i : n) : DecidableRel (link G i).Adj :=
  fun j k => decidable_of_iff' _ (link_adj G i j k)

/-- The number of triangles through site `i`, each counted by its side opposite to `i`. -/
def triangles (i : n) : ℕ := (link G i).edgeFinset.card

/-- The symmetric combination of the neighbours of site `i`, with weight `1/√Z` on each of the `Z`
neighbours. -/
def shell (i : n) : n → ℂ :=
  fun j => if G.Adj i j then (((√(G.degree i : ℝ))⁻¹ : ℝ) : ℂ) else 0
```

By hand, the moments are diagonal elements of powers of H:

m1 = H_ii = 0

m2 = Σ_j H_ij H_ji = t² Z

m3 = Σ_jk H_ij H_jk H_ki = (−t)³ · 2T = −2 t³ T

The factor 2 arises because each triangle through i can be walked in two directions.

```lean
omit [Fintype n] [DecidableEq n] in
lemma hopping_apply (t : ℝ) (j k : n) :
    hopping G t j k = if G.Adj j k then -(t : ℂ) else 0 := by
  by_cases h : G.Adj j k <;> simp [hopping, SimpleGraph.adjMatrix_apply, h]

omit [Fintype n] in
lemma star_site (i : n) : star (site i) = site i := by
  ext j
  by_cases h : j = i <;> simp [site, h]

lemma expect_site (M : Matrix n n ℂ) (i : n) : expect M (site i) = M i i := by
  rw [expect, star_site]
  simp [site, dotProduct, Matrix.mulVec]

omit [DecidableEq n] in
lemma sum_neighbours (i : n) (c : ℂ) :
    ∑ j, (if G.Adj i j then c else 0) = (G.degree i : ℂ) * c := by
  rw [← Finset.sum_filter, Finset.sum_const, nsmul_eq_mul,
    ← G.card_neighborFinset_eq_degree, G.neighborFinset_eq_filter]

/-- Moments of the hopping Hamiltonian at a site with `Z` neighbours and `T` triangles:
`m1 = 0`, `m2 = t² Z`, `m3 = -2 t³ T`. -/
theorem hopping_moments (t : ℝ) (i : n) :
    moment (hopping G t) (site i) 1 = 0 ∧
    moment (hopping G t) (site i) 2 = (t : ℂ) ^ 2 * G.degree i ∧
    moment (hopping G t) (site i) 3 = -2 * (t : ℂ) ^ 3 * triangles G i := by
  simp only [moment, expect_site]
  refine ⟨by simp [hopping_apply], ?_, ?_⟩
  · rw [pow_two, Matrix.mul_apply, mul_comm, ← sum_neighbours]
    refine Finset.sum_congr rfl fun j _ => ?_
    simp only [hopping_apply, G.adj_comm j i]
    split_ifs <;> ring
  · -- closed three-step walks run along the triangles through `i`
    have e : (hopping G t ^ 3) i i =
        ∑ j, ∑ k, if (link G i).Adj j k then -(t : ℂ) ^ 3 else 0 := by
      rw [show hopping G t ^ 3 = hopping G t * (hopping G t * hopping G t) by
        simp only [pow_succ, pow_zero, one_mul, mul_assoc]]
      simp only [Matrix.mul_apply, Finset.mul_sum]
      refine Finset.sum_congr rfl fun j _ => Finset.sum_congr rfl fun k _ => ?_
      rw [hopping_apply, hopping_apply, hopping_apply]
      by_cases h1 : G.Adj i j <;> by_cases h2 : G.Adj j k <;> by_cases h3 : G.Adj i k <;>
        simp [link_adj, G.adj_comm k i, h1, h2, h3]
      ring
    -- each triangle is run through in two directions
    rw [e]
    simp only [sum_neighbours]
    rw [← Finset.sum_mul, ← Nat.cast_sum, SimpleGraph.sum_degrees_eq_twice_card_edges,
      triangles]
    push_cast
    ring
```

The lemma `expect_site` reduces each moment to a diagonal element. For m3, a case distinction over the three possible bonds shows that a term is −t³ when j and k are joined in the auxiliary graph, and zero otherwise. The sum over k then gives degrees in that graph, and `sum_degrees_eq_twice_card_edges` turns their total into 2T.

Each assumption on H matters. An on-site energy at i would make a0 nonzero. Unequal bonds would replace the counts Z and T by weighted sums. Complex hopping phases, as in a magnetic field, would give the two directions around a triangle conjugate contributions, which add up to −2 t³ cos φ instead of −2 t³, where φ is the total phase around the triangle.

## Z > 0 and t ≠ 0

Z > 0 means that the site is bonded to something, and t ≠ 0 that electrons can move along the bonds. Together they give b1² = t² Z ≠ 0, so the general formula applies:

a1 = −2 t³ T / (t² Z) = −2 t T / Z

```lean
/-- Haydock coefficients of `H = -t A` with `t ≠ 0`, from a site with `Z > 0` neighbours in `T`
triangles: `a0 = 0`, `b1² = t² Z` and `a1 = -2 t T / Z`. -/
theorem haydock_graph {t : ℝ} (ht : t ≠ 0) {i : n} (hZ : 0 < G.degree i)
    {v : n → ℂ} {b : ℝ} (h : HaydockStep (hopping G t) (site i) v b) :
    expect (hopping G t) (site i) = 0 ∧ b ^ 2 = t ^ 2 * G.degree i ∧
    expect (hopping G t) v = -2 * t * triangles G i / G.degree i := by
  have hH : (hopping G t).IsHermitian := by
    ext j k
    simp only [Matrix.conjTranspose_apply, hopping_apply, G.adj_comm k j]
    split_ifs <;> simp
  have hu : star (site i) ⬝ᵥ site i = 1 := by
    rw [star_site]; simp [site, dotProduct]
  obtain ⟨m1, m2, m3⟩ := hopping_moments G t i
  obtain ⟨ha, hb, h1⟩ := haydock_from_moments hH hu h
  rw [m1, m2] at hb
  have hbr : b ^ 2 = t ^ 2 * G.degree i := by
    have hb2 : (b : ℂ) ^ 2 = (t : ℂ) ^ 2 * G.degree i := by rw [hb]; ring
    exact_mod_cast hb2
  have hZr : (G.degree i : ℝ) ≠ 0 := by exact_mod_cast hZ.ne'
  have hb0 : b ≠ 0 := by
    intro h0
    rw [h0, zero_pow two_ne_zero] at hbr
    exact mul_ne_zero (pow_ne_zero 2 ht) hZr hbr.symm
  refine ⟨ha.trans m1, hbr, ?_⟩
  have htc : (t : ℂ) ≠ 0 := by exact_mod_cast ht
  have hZc : (G.degree i : ℂ) ≠ 0 := by exact_mod_cast hZ.ne'
  rw [(h1 hb0).2, hb, m1, m2, m3, div_eq_div_iff _ hZc]
  · ring
  · simpa using And.intro htc hZc
```

The proof first checks that H is Hermitian and that the site vector has norm one, then inserts the three moments. The hypotheses `ht` and `hZ` yield `hb0`, the statement that b1 is nonzero, and justify the final cancellation.

The two conditions differ in what is lost without them. For an isolated site, v is an arbitrary unit vector. If the graph has a bond elsewhere and t ≠ 0, v may sit on that bond, so a1 has no fixed value. For t = 0 and Z > 0, H vanishes and both sides of the formula for a1 are zero; there the condition serves the division in the derivation, not the truth of the equation.

The coefficients enter the continued fraction for the local Green function. In this finite, non-interacting model, b1² and a1 at any bonded site are determined by t and by the neighbour and triangle counts of that site.

## The step exists at every bonded site

The previous theorem starts from a given step. The next one supplies it: H applied to the orbital on i puts −t on each neighbour, which is −t√Z times the normalised shell vector.

```lean
/-- The symmetric combination of the neighbours, with `b1 = -t √Z`, is a Haydock step
from any site with `Z > 0` neighbours. -/
theorem haydockStep_witness (t : ℝ) {i : n} (hZ : 0 < G.degree i) :
    HaydockStep (hopping G t) (site i) (shell G i) (-t * √(G.degree i : ℝ)) := by
  have hZr : (0 : ℝ) < G.degree i := by exact_mod_cast hZ
  have hZc : (G.degree i : ℂ) ≠ 0 := by exact_mod_cast hZ.ne'
  have hs : √(G.degree i : ℝ) ≠ 0 := (Real.sqrt_pos.2 hZr).ne'
  constructor
  · have e : star (shell G i) ⬝ᵥ shell G i
        = ∑ j, if G.Adj i j then (G.degree i : ℂ)⁻¹ else 0 := by
      refine Finset.sum_congr rfl fun j _ => ?_
      rw [Pi.star_apply, shell]
      split_ifs
      · rw [Complex.star_def, Complex.conj_ofReal, ← Complex.ofReal_mul, ← mul_inv,
          Real.mul_self_sqrt hZr.le]
        push_cast
        rfl
      · simp
    rw [e, sum_neighbours, mul_inv_cancel₀ hZc]
  · have e : (hopping G t *ᵥ site i) = fun j => hopping G t j i := by
      ext j
      simp [Matrix.mulVec, dotProduct, site]
    rw [e, expect_site]
    ext j
    simp only [Pi.add_apply, Pi.smul_apply, smul_eq_mul, hopping_apply, shell,
      G.adj_comm j i, SimpleGraph.irrefl, if_false, zero_mul, zero_add]
    split_ifs
    · rw [← Complex.ofReal_mul, mul_assoc, mul_inv_cancel₀ hs, mul_one, Complex.ofReal_neg]
    · simp

end

end HaydockMoments
```

```lean
#print axioms HaydockMoments.haydock_from_moments
#print axioms HaydockMoments.haydock_graph
```

```
'HaydockMoments.haydock_from_moments' depends on axioms: [propext, Classical.choice, Quot.sound]
'HaydockMoments.haydock_graph' depends on axioms: [propext, Classical.choice, Quot.sound]
```

The first half of the proof adds Z terms of size 1/Z to obtain norm one; the second compares the two sides of the recursion site by site. Here t may be zero, but Z > 0 is needed, because without neighbours the shell vector is zero and has no unit norm.

## Defining v instead of characterising it

The step could also have been modelled as a function, with b1 = ‖r‖ and v = r/‖r‖. This would fix the sign b1 ≥ 0 and provide v automatically whenever r ≠ 0. For t > 0 the graph step would then have b1 = t√Z, with v the negative of the shell vector. The case r = 0 would need a separate convention. The relation used here covers both signs of b1, so the formulas apply to a code with either choice, at the price of a separate existence proof.
